# Away from the branch cut, discrete slice Chern numbers change by the cube charges between them

## From slice Chern numbers to Weyl nodes

In a search for Weyl nodes, one can compute the Chern number of a band on successive $k_z$ slices and refine the mesh wherever it changes. This step rests on a balance of Berry flux: the change between two slices equals the charge in the layer between them. For one band sampled on a finite periodic grid, the balance is exact at any mesh spacing, provided that no plaquette has flux exactly $\pi$. If neighbouring states are also non-orthogonal, the charges are integers.

## Fluxes and charges on the grid

Let $u_{x,y,z}$ be a vector with finitely many complex components at each point of an $L\times M\times N$ periodic grid. For a band in an orthonormal tight-binding basis, it is the eigenvector of the Bloch Hamiltonian at that wavevector. The code calls it a Bloch state, but the overlaps are those of these coefficient vectors; full Bloch waves at different wavevectors are orthogonal. Write $\langle a|b\rangle=\sum_i \overline{a_i}\,b_i$ and, for a closed loop of four states,

$$W(a,b,c,d)=\langle a|b\rangle\langle b|c\rangle\langle c|d\rangle\langle d|a\rangle .$$

The flux through the loop is $\operatorname{Arg}W\in(-\pi,\pi]$. Multiplying any state by a nonzero complex number leaves it unchanged, so neither gauge fixing nor normalisation is needed. The convention $-\operatorname{Arg}W$ would reverse all charges and Chern numbers.

Let $F^{xy}_{x,y,z}$ be the flux through the loop that starts at $(x,y,z)$ and steps first along $x$, then along $y$. Define $F^{yz}$ and $F^{zx}$ cyclically. The slice Chern number is

$$C_z=\frac1{2\pi}\sum_{x,y}F^{xy}_{x,y,z},$$

and the cube charge $q_{x,y,z}$ is the sum of the six outward face fluxes, divided by $2\pi$.

## The balance derived by hand

**Reversal.** Since $\langle b|a\rangle=\overline{\langle a|b\rangle}$, we have $W(a,d,c,b)=\overline{W(a,b,c,d)}$. Conjugation reverses the argument unless $W$ is a negative real, when both arguments are $\pi$. With that case excluded, the three faces at the lower coordinates enter with a minus sign:

$$2\pi q_{x,y,z}=F^{xy}_{x,y,z+1}-F^{xy}_{x,y,z}+F^{yz}_{x+1,y,z}-F^{yz}_{x,y,z}+F^{zx}_{x,y+1,z}-F^{zx}_{x,y,z}.$$

**Integer charge.** If the overlaps are nonzero, each face flux equals the sum of its four link phases modulo $2\pi$. The outward faces traverse each of the twelve edges once in each direction, with opposite phases. The total is therefore $0$ modulo $2\pi$, and $q_{x,y,z}$ is an integer.

**Slices.** Sum the divergence formula over $x$ and $y$. Shifting $x$ by one only permutes the terms of $\sum_{x,y} F^{yz}$, so those differences cancel. The $F^{zx}$ differences cancel likewise under a shift of $y$. What remains is

$$C_{z+1}-C_z=\sum_{x,y}q_{x,y,z}.$$

**Total charge.** Summing over $z$ makes the left side vanish by periodicity, so $\sum_{x,y,z}q_{x,y,z}=0$.

**Two consequences.** Each face flux is smaller than $\pi$ in magnitude, so $|q|<3$, and an integer charge satisfies $|q|\le2$. If every cube between two slices had zero charge, their Chern numbers would agree; different Chern numbers therefore enclose a charged cube.

## What the Lean statement says

The coordinates have types `ZMod L`, `ZMod M` and `ZMod N`, whose addition wraps around when the length is nonzero (`ZMod 0` is the integers); `ι` labels the vector components. `Linked` says that neighbouring states are not orthogonal, so every link has a phase. `Unambiguous` says that no plaquette product is a negative real, so no flux sits at $\pi$, where its sign would be undecided.

Under both conditions, `weyl_charges` provides an integer-valued function `q` that equals `cubeCharge`, accounts for every change of `chern` from one slice to the next, and sums to zero. The identity `chern_jump` needs only `Unambiguous`. The `NeZero` assumptions make the summed directions finite; length one is allowed, and a point is then its own neighbour.

The theorems concern a table of states, with no Hamiltonian. Identifying a charge with Weyl nodes requires a sufficiently fine mesh, and a cube containing opposite nodes can have zero net charge. The periodic grid also presupposes a basis in which states at opposite zone boundaries agree. Degenerate multiplets, which need determinants of overlap matrices, are not treated.

## The complete file

```lean
import Mathlib

open scoped Real ComplexConjugate

namespace WeylSliceChern

noncomputable section

variable {L M N : ℕ} {ι : Type*} [Fintype ι]

/-- The overlap of two Bloch states, conjugate-linear in the first. -/
def ov (a b : ι → ℂ) : ℂ := ∑ i, conj (a i) * b i

/-- The product of the four overlaps around the closed loop a, b, c, d. -/
def loop (a b c d : ι → ℂ) : ℂ := ov a b * ov b c * ov c d * ov d a

/-- The plaquette product in the xy plane. -/
def Wxy (u : ZMod L → ZMod M → ZMod N → ι → ℂ) (x : ZMod L) (y : ZMod M) (z : ZMod N) : ℂ :=
  loop (u x y z) (u (x + 1) y z) (u (x + 1) (y + 1) z) (u x (y + 1) z)

/-- The plaquette product in the yz plane. -/
def Wyz (u : ZMod L → ZMod M → ZMod N → ι → ℂ) (x : ZMod L) (y : ZMod M) (z : ZMod N) : ℂ :=
  loop (u x y z) (u x (y + 1) z) (u x (y + 1) (z + 1)) (u x y (z + 1))

/-- The plaquette product in the zx plane. -/
def Wzx (u : ZMod L → ZMod M → ZMod N → ι → ℂ) (x : ZMod L) (y : ZMod M) (z : ZMod N) : ℂ :=
  loop (u x y z) (u x y (z + 1)) (u (x + 1) y (z + 1)) (u (x + 1) y z)

/-- The complex number is a negative real. -/
def NegReal (w : ℂ) : Prop := w.re < 0 ∧ w.im = 0

/-- All overlaps between nearest neighbours on the grid are nonzero. -/
def Linked (u : ZMod L → ZMod M → ZMod N → ι → ℂ) : Prop :=
  ∀ x y z, ov (u x y z) (u (x + 1) y z) ≠ 0 ∧ ov (u x y z) (u x (y + 1) z) ≠ 0 ∧
    ov (u x y z) (u x y (z + 1)) ≠ 0

/-- No plaquette product is a negative real. -/
def Unambiguous (u : ZMod L → ZMod M → ZMod N → ι → ℂ) : Prop :=
  ∀ x y z, ¬ NegReal (Wxy u x y z) ∧ ¬ NegReal (Wyz u x y z) ∧ ¬ NegReal (Wzx u x y z)

/-- The outward Berry flux, over 2π, through the six faces of a cell with bottom corners
a, b, c, d and top corners e, f, g, h. -/
def cellCharge (a b c d e f g h : ι → ℂ) : ℝ :=
  ((loop e f g h).arg + (loop a d c b).arg + (loop b c g f).arg + (loop a e h d).arg
    + (loop d h g c).arg + (loop a b f e).arg) / (2 * π)

/-- The charge of the elementary cube whose lowest corner is (x, y, z). -/
def cubeCharge (u : ZMod L → ZMod M → ZMod N → ι → ℂ)
    (x : ZMod L) (y : ZMod M) (z : ZMod N) : ℝ :=
  cellCharge (u x y z) (u (x + 1) y z) (u (x + 1) (y + 1) z) (u x (y + 1) z)
    (u x y (z + 1)) (u (x + 1) y (z + 1)) (u (x + 1) (y + 1) (z + 1)) (u x (y + 1) (z + 1))

/-- The discrete Chern number of the xy slice at height z: its total plaquette flux over 2π. -/
def chern [NeZero L] [NeZero M] (u : ZMod L → ZMod M → ZMod N → ι → ℂ) (z : ZMod N) : ℝ :=
  (∑ x, ∑ y, (Wxy u x y z).arg) / (2 * π)

/-- Exchanging the two states conjugates their overlap. -/
theorem ov_conj (a b : ι → ℂ) : conj (ov a b) = ov b a := by
  simp [ov, map_sum, mul_comm]

/-- Traversing a plaquette backwards reverses its flux, if its product is not negative real. -/
theorem arg_loop_reverse {a b c d : ι → ℂ} (h : ¬ NegReal (loop a b c d)) :
    (loop a d c b).arg = -(loop a b c d).arg := by
  have e : loop a d c b = conj (loop a b c d) := by
    simp only [loop, map_mul, ov_conj]
    ring
  rw [e, Complex.arg_conj, if_neg (fun h' => h (Complex.arg_eq_pi_iff.1 h'))]

/-- A cell whose twelve edge overlaps are nonzero has integer charge. -/
theorem cellCharge_integer {a b c d e f g h : ι → ℂ}
    (ab : ov a b ≠ 0) (dc : ov d c ≠ 0) (ad : ov a d ≠ 0) (bc : ov b c ≠ 0)
    (ef : ov e f ≠ 0) (hg : ov h g ≠ 0) (eh : ov e h ≠ 0) (fg : ov f g ≠ 0)
    (ae : ov a e ≠ 0) (bf : ov b f ≠ 0) (cg : ov c g ≠ 0) (dh : ov d h ≠ 0) :
    ∃ k : ℤ, cellCharge a b c d e f g h = k := by
  have R : ∀ {p q : ι → ℂ}, ov p q ≠ 0 → ov q p ≠ 0 := by
    intro p q hpq
    rw [← ov_conj p q]
    simpa using hpq
  have S : ∀ p q : ι → ℂ, ((ov q p).arg : Real.Angle) = -((ov p q).arg : Real.Angle) := by
    intro p q
    rw [← ov_conj p q, Complex.arg_conj_coe_angle]
  -- modulo 2π a plaquette flux is the sum of its four link phases
  have F : ∀ {p q r s : ι → ℂ}, ov p q ≠ 0 → ov q r ≠ 0 → ov r s ≠ 0 → ov s p ≠ 0 →
      ((loop p q r s).arg : Real.Angle) = ((ov p q).arg : Real.Angle) + ((ov q r).arg : Real.Angle)
        + ((ov r s).arg : Real.Angle) + ((ov s p).arg : Real.Angle) := by
    intro p q r s h1 h2 h3 h4
    unfold loop
    rw [Complex.arg_mul_coe_angle (mul_ne_zero (mul_ne_zero h1 h2) h3) h4,
      Complex.arg_mul_coe_angle (mul_ne_zero h1 h2) h3, Complex.arg_mul_coe_angle h1 h2]
  -- every edge is traversed once in each direction
  have key : (((loop e f g h).arg + (loop a d c b).arg + (loop b c g f).arg + (loop a e h d).arg
      + (loop d h g c).arg + (loop a b f e).arg : ℝ) : Real.Angle) = ((0 : ℝ) : Real.Angle) := by
    simp only [Real.Angle.coe_add, Real.Angle.coe_zero]
    rw [F ef fg (R hg) (R eh), F ad dc (R bc) (R ab), F bc cg (R fg) (R bf),
      F ae eh (R dh) (R ad), F dh hg (R cg) (R dc), F ab bf (R ef) (R ae),
      S a b, S b c, S d c, S a d, S e f, S f g, S h g, S e h, S a e, S b f, S c g, S d h]
    abel
  obtain ⟨k, hk⟩ := Real.Angle.angle_eq_iff_two_pi_dvd_sub.1 key
  refine ⟨k, ?_⟩
  unfold cellCharge
  rw [div_eq_iff (by positivity)]
  linear_combination hk

/-- With nonzero neighbour overlaps every elementary cube has integer charge. -/
theorem cubeCharge_integer {u : ZMod L → ZMod M → ZMod N → ι → ℂ} (hc : Linked u)
    (x : ZMod L) (y : ZMod M) (z : ZMod N) : ∃ k : ℤ, cubeCharge u x y z = k :=
  cellCharge_integer (hc x y z).1 (hc x (y + 1) z).1 (hc x y z).2.1 (hc (x + 1) y z).2.1
    (hc x y (z + 1)).1 (hc x (y + 1) (z + 1)).1 (hc x y (z + 1)).2.1 (hc (x + 1) y (z + 1)).2.1
    (hc x y z).2.2 (hc (x + 1) y z).2.2 (hc (x + 1) (y + 1) z).2.2 (hc x (y + 1) z).2.2

/-- If no plaquette product is a negative real, the cube charge is the lattice divergence of the
Berry flux, over 2π. -/
theorem cubeCharge_eq {u : ZMod L → ZMod M → ZMod N → ι → ℂ} (hu : Unambiguous u)
    (x : ZMod L) (y : ZMod M) (z : ZMod N) :
    cubeCharge u x y z = (((Wxy u x y (z + 1)).arg - (Wxy u x y z).arg)
      + ((Wyz u (x + 1) y z).arg - (Wyz u x y z).arg)
      + ((Wzx u x (y + 1) z).arg - (Wzx u x y z).arg)) / (2 * π) := by
  obtain ⟨h1, h2, h3⟩ := hu x y z
  unfold cubeCharge cellCharge
  rw [arg_loop_reverse h1, arg_loop_reverse h2, arg_loop_reverse h3]
  unfold Wxy Wyz Wzx
  ring

/-- If no plaquette product is a negative real, the Chern numbers of adjacent slices differ by the
total charge of the cubes between them. -/
theorem chern_jump [NeZero L] [NeZero M] {u : ZMod L → ZMod M → ZMod N → ι → ℂ}
    (hu : Unambiguous u) (z : ZMod N) :
    chern u (z + 1) - chern u z = ∑ x, ∑ y, cubeCharge u x y z := by
  -- the fluxes through the side faces cancel by periodicity
  have hx : ∑ x, ∑ y, (Wyz u (x + 1) y z).arg = ∑ x, ∑ y, (Wyz u x y z).arg :=
    Equiv.sum_comp (Equiv.addRight (1 : ZMod L)) (fun x => ∑ y, (Wyz u x y z).arg)
  have hy : ∑ x, ∑ y, (Wzx u x (y + 1) z).arg = ∑ x, ∑ y, (Wzx u x y z).arg :=
    Finset.sum_congr rfl fun x _ =>
      Equiv.sum_comp (Equiv.addRight (1 : ZMod M)) (fun y => (Wzx u x y z).arg)
  simp only [cubeCharge_eq hu, ← Finset.sum_div, Finset.sum_add_distrib,
    Finset.sum_sub_distrib, chern]
  rw [hx, hy]
  ring

/-- With nonzero neighbour overlaps and no negative real plaquette product, the cube charges are
integers, they account for the change of the Chern number from each slice to the next, and they sum
to zero over the whole periodic grid. -/
theorem weyl_charges [NeZero L] [NeZero M] [NeZero N] {u : ZMod L → ZMod M → ZMod N → ι → ℂ}
    (hc : Linked u) (hu : Unambiguous u) :
    ∃ q : ZMod L → ZMod M → ZMod N → ℤ, (∀ x y z, cubeCharge u x y z = q x y z) ∧
      (∀ z, chern u (z + 1) - chern u z = ((∑ x, ∑ y, q x y z : ℤ) : ℝ)) ∧
      ∑ z, ∑ x, ∑ y, q x y z = 0 := by
  choose q hq using cubeCharge_integer hc
  have hj : ∀ z, chern u (z + 1) - chern u z = ((∑ x, ∑ y, q x y z : ℤ) : ℝ) := by
    intro z
    rw [chern_jump hu z]
    push_cast
    simp only [hq]
  refine ⟨q, hq, hj, ?_⟩
  -- the slice differences telescope around the period
  have ht : ((∑ z, ∑ x, ∑ y, q x y z : ℤ) : ℝ) = 0 := by
    rw [Int.cast_sum, Finset.sum_congr rfl fun z _ => (hj z).symm, Finset.sum_sub_distrib,
      sub_eq_zero]
    exact Equiv.sum_comp (Equiv.addRight (1 : ZMod N)) (chern u)
  exact_mod_cast ht

/-- With nonzero neighbour overlaps and no negative real plaquette product, the charge of an
elementary cube has magnitude at most two. -/
theorem abs_cubeCharge_le_two {u : ZMod L → ZMod M → ZMod N → ι → ℂ}
    (hc : Linked u) (hu : Unambiguous u) (x : ZMod L) (y : ZMod M) (z : ZMod N) :
    |cubeCharge u x y z| ≤ 2 := by
  have B : ∀ {w : ℂ}, ¬ NegReal w → -π < w.arg ∧ w.arg < π := fun {w} h =>
    ⟨Complex.neg_pi_lt_arg w, lt_of_le_of_ne (Complex.arg_le_pi w)
      (fun e => h (Complex.arg_eq_pi_iff.1 e))⟩
  obtain ⟨k, hk⟩ := cubeCharge_integer hc x y z
  have h1 := B (hu x y z).1
  have h2 := B (hu x y z).2.1
  have h3 := B (hu x y z).2.2
  have h4 := B (hu x y (z + 1)).1
  have h5 := B (hu (x + 1) y z).2.1
  have h6 := B (hu x (y + 1) z).2.2
  have hp : 0 < 2 * π := by positivity
  -- six fluxes, each smaller than π, give a charge strictly below three
  have up : (k : ℝ) < 3 := by
    rw [← hk, cubeCharge_eq hu, div_lt_iff₀ hp]
    linarith [h1.1, h2.1, h3.1, h4.2, h5.2, h6.2]
  have lo : (-3 : ℝ) < k := by
    rw [← hk, cubeCharge_eq hu, lt_div_iff₀ hp]
    linarith [h1.2, h2.2, h3.2, h4.1, h5.1, h6.1]
  have up' : k < 3 := by exact_mod_cast up
  have lo' : -3 < k := by exact_mod_cast lo
  have a1 : k ≤ 2 := by omega
  have a2 : -2 ≤ k := by omega
  rw [hk, abs_le]
  exact ⟨by exact_mod_cast a2, by exact_mod_cast a1⟩

/-- Suppose that neighbour overlaps are nonzero and no plaquette product is a negative real. If two
slices m steps apart have different Chern numbers, some cube between them has a charge of magnitude
at least one. -/
theorem exists_charge_between [NeZero L] [NeZero M] {u : ZMod L → ZMod M → ZMod N → ι → ℂ}
    (hc : Linked u) (hu : Unambiguous u) (z : ZMod N) (m : ℕ)
    (hne : chern u (z + (m : ZMod N)) ≠ chern u z) :
    ∃ j < m, ∃ x y, 1 ≤ |cubeCharge u x y (z + (j : ZMod N))| := by
  by_contra hn
  have hz : ∀ j < m, ∀ x y, cubeCharge u x y (z + (j : ZMod N)) = 0 := by
    intro j hj x y
    obtain ⟨k, hk⟩ := cubeCharge_integer hc x y (z + (j : ZMod N))
    by_contra h0
    have k0 : k ≠ 0 := by
      rintro rfl
      exact h0 (by simpa using hk)
    refine hn ⟨j, hj, x, y, ?_⟩
    rw [hk]
    exact_mod_cast Int.one_le_abs k0
  -- without charges the Chern number is carried unchanged from slice to slice
  have hs : ∀ j : ℕ, j ≤ m → chern u (z + (j : ZMod N)) = chern u z := by
    intro j
    induction j with
    | zero => intro _; simp
    | succ j ih =>
      intro hj
      have s := chern_jump hu (z + (j : ZMod N))
      rw [Finset.sum_eq_zero (fun x _ => Finset.sum_eq_zero fun y _ =>
        hz j (by omega) x y)] at s
      push_cast
      rw [← add_assoc]
      linarith [ih (by omega)]
  exact hne (hs m le_rfl)

/-- The sign -1 or 1 attached to the two grid positions along an axis. -/
def sgn (x : ZMod 2) : ℝ := if x = 0 then -1 else 1

/-- The first spinor component, 1 on the lower and 2 on the upper layer. -/
def height (z : ZMod 2) : ℝ := if z = 0 then 1 else 2

/-- A hedgehog of unnormalised spinors on the 2 × 2 × 2 grid. -/
def hedgehog (x y z : ZMod 2) : Fin 2 → ℂ := ![⟨height z, 0⟩, ⟨sgn x, sgn y⟩]

/-- The hedgehog has nonzero neighbour overlaps and no negative real plaquette product, and its
cube at the origin has charge one. -/
theorem hedgehog_witness :
    Linked hedgehog ∧ Unambiguous hedgehog ∧ cubeCharge hedgehog 0 0 0 = 1 := by
  have two : ∀ x : ZMod 2, x = 0 ∨ x = 1 := by decide
  have h11 : (1 : ZMod 2) + 1 = 0 := by decide
  have s0 : sgn 0 = -1 := if_pos rfl
  have s1 : sgn 1 = 1 := if_neg (by decide)
  have t0 : height 0 = 1 := if_pos rfl
  have t1 : height 1 = 2 := if_neg (by decide)
  have O : ∀ x y z x' y' z' : ZMod 2, ov (hedgehog x y z) (hedgehog x' y' z') =
      ⟨height z * height z' + sgn x * sgn x' + sgn y * sgn y', sgn x * sgn y' - sgn y * sgn x'⟩ := by
    intro x y z x' y' z'
    apply Complex.ext <;> simp [ov, hedgehog, Fin.sum_univ_two] <;> ring
  have hc : Linked hedgehog := by
    intro x y z
    rcases two x with rfl | rfl <;> rcases two y with rfl | rfl <;>
      rcases two z with rfl | rfl <;> refine ⟨?_, ?_, ?_⟩ <;>
      simp only [O, zero_add, h11, s0, s1, t0, t1, ne_eq, Complex.ext_iff] <;> norm_num
  have hu : Unambiguous hedgehog := by
    intro x y z
    rcases two x with rfl | rfl <;> rcases two y with rfl | rfl <;>
      rcases two z with rfl | rfl <;> refine ⟨?_, ?_, ?_⟩ <;> rintro ⟨-, h⟩ <;>
      simp only [Wxy, Wyz, Wzx, loop, O, zero_add, h11, s0, s1, t0, t1,
        Complex.mul_re, Complex.mul_im] at h <;> norm_num at h
  refine ⟨hc, hu, ?_⟩
  -- the top, the bottom and the four equivalent side faces
  have hS : cubeCharge hedgehog 0 0 0 = ((⟨-112, 384⟩ : ℂ).arg + (⟨-7, 24⟩ : ℂ).arg
      + (⟨128, 96⟩ : ℂ).arg + (⟨128, 96⟩ : ℂ).arg + (⟨128, 96⟩ : ℂ).arg
      + (⟨128, 96⟩ : ℂ).arg) / (2 * π) := by
    unfold cubeCharge cellCharge
    congr 6 <;> (try refine congrArg Complex.arg ?_) <;> apply Complex.ext <;>
      simp only [loop, O, zero_add, s0, s1, t0, t1, Complex.mul_re, Complex.mul_im] <;> norm_num
  have P : ∀ {w : ℂ}, 0 < w.im → 0 < w.arg := fun {w} h =>
    lt_of_le_of_ne (Complex.arg_nonneg_iff.2 h.le)
      (fun e => h.ne' (Complex.arg_eq_zero_iff.1 e.symm).2)
  have pA : 0 < (⟨-112, 384⟩ : ℂ).arg := P (by norm_num)
  have pB : 0 < (⟨-7, 24⟩ : ℂ).arg := P (by norm_num)
  have pC : 0 < (⟨128, 96⟩ : ℂ).arg := P (by norm_num)
  have qC : (⟨128, 96⟩ : ℂ).arg < π / 2 :=
    (abs_lt.1 (Complex.abs_arg_lt_pi_div_two_iff.2 (Or.inl (by norm_num)))).2
  have hp : 0 < 2 * π := by positivity
  obtain ⟨k, hk⟩ := cubeCharge_integer hc 0 0 0
  -- an integer strictly between zero and two
  have lo : (0 : ℝ) < k := by
    rw [← hk, hS]
    exact div_pos (by linarith) hp
  have up : (k : ℝ) < 2 := by
    rw [← hk, hS, div_lt_iff₀ hp]
    linarith [Complex.arg_le_pi (⟨-112, 384⟩ : ℂ), Complex.arg_le_pi (⟨-7, 24⟩ : ℂ)]
  have lo' : 0 < k := by exact_mod_cast lo
  have up' : k < 2 := by exact_mod_cast up
  have k1 : k = 1 := by omega
  rw [hk, k1, Int.cast_one]

end

end WeylSliceChern
```

```lean
#print axioms WeylSliceChern.weyl_charges
#print axioms WeylSliceChern.abs_cubeCharge_le_two
#print axioms WeylSliceChern.exists_charge_between
```

```
'WeylSliceChern.weyl_charges' depends on axioms: [propext, Classical.choice, Quot.sound]
'WeylSliceChern.abs_cubeCharge_le_two' depends on axioms: [propext, Classical.choice, Quot.sound]
'WeylSliceChern.exists_charge_between' depends on axioms: [propext, Classical.choice, Quot.sound]
```

## How the proof follows the derivation

`ov_conj` and `arg_loop_reverse` carry out the reversal. In `cellCharge_integer`, phases are moved to `Real.Angle`, the real numbers modulo $2\pi$. There `F` splits a face flux into link phases, `S` reverses a link, and `abel` cancels the twelve pairs. `cubeCharge_integer` applies this to the grid.

`cubeCharge_eq` is the divergence formula. In `chern_jump`, `Equiv.sum_comp` with `Equiv.addRight` expresses that a periodic shift leaves a sum unchanged. `weyl_charges` selects the integers with `choose` and uses the same shift along $z$ for the total.

`abs_cubeCharge_le_two` adds the six strict flux bounds and then uses integrality. `exists_charge_between` assumes that no cube in the interval is charged and carries the Chern number from slice to slice by induction, contradicting the assumed difference.

Finally, `hedgehog_witness` shows that a nonzero charge is compatible with both conditions. On the $2\times2\times2$ grid, let $s_x,s_y=\pm1$ be the signs given by `sgn`. The normalised spinors are $(1,s_x+is_y)/\sqrt3$ on the lower layer and $(2,s_x+is_y)/\sqrt6$ on the upper one. Their Bloch vectors, $(2s_x,2s_y,\mp1)/3$ respectively, point outward from the cube at the origin.

Lean checks the overlaps and plaquettes case by case. For the cube at the origin, the normalised outward products are $(-7+24i)/81$ for the top and bottom and $(32+24i)/81$ for each side; the code uses positive multiples of these. All six arguments are positive, and the side arguments are below $\pi/2$. The charge thus lies strictly between $0$ and $2$, and, being an integer, it is $1$.
